# No equiatomic binary supercell with more than two sites on a rigid Bravais lattice has flat diffuse scattering

## Why does my random-alloy cell always keep some ripple?

My optimisation runs never finish. I want a 64-site periodic cell, with 32 A atoms and 32 B atoms on an fcc lattice, to stand in for a random alloy. I swap atoms until the diffuse intensity is the same at every wave vector the cell allows, leaving out the fundamental Bragg peaks. Each run stalls with some ripple left, so I blame the annealing schedule and start again. The pair correlations, which I would like to be zero, also come out slightly negative on average. Is my search too weak, or does the cell I'm looking for not exist?

## Equal correlations would need a fractional pair count

It does not exist. For an undistorted cell with one atom per lattice point and equal numbers of two species, exact flatness is impossible once there are more than two sites. Your stopping criterion therefore needs a nonzero tolerance. The negative average is also forced: taken over all nonzero separations in a cell of $L$ sites, it is $-1/(L-1)$, so $-1/63$ for yours.

### From intensities to pair counts

Let $G$ be the finite abelian group of lattice translations modulo the supercell, of order $L$. Put $s(x)=+1$ on A sites and $s(x)=-1$ on B sites, so that $\sum_x s(x)=0$. An allowed wave vector $q$ corresponds to a character $\chi(x)=e^{iq\cdot x}$, and the trivial character $\chi=1$ to the fundamental Bragg peaks. Define

$$P(r)=\sum_x s(x)s(x+r),\qquad C(r)=\frac{P(r)}{L},\qquad I(\chi)=\Big|\sum_x s(x)\chi(x)\Big|^2 .$$

Write the squared modulus as a double sum and measure the second site from the first, $y=x+r$. Since $\overline{\chi(x)}\chi(x)=1$,

$$I(\chi)=\sum_{x,r}s(x)s(x+r)\,\overline{\chi(x)}\chi(x+r)=\sum_r P(r)\chi(r).$$

Two orthogonality relations are needed: $\sum_r\chi(r)=0$ for $\chi\neq1$, and $\sum_\chi\chi(t)$ equals $L$ for $t=0$ and $0$ otherwise. The second inverts the Fourier sum:

$$\sum_\chi I(\chi)\chi(-r)=\sum_t P(t)\sum_\chi\chi(t-r)=L\,P(r).$$

Suppose now that $I(\chi)=c$ for every $\chi\neq1$. For $r\neq0$ we may subtract $c\sum_\chi\chi(-r)=0$, after which only the trivial character contributes:

$$L\,P(r)=\sum_\chi\big(I(\chi)-c\big)\chi(-r)=I(1)-c .$$

The right-hand side does not depend on $r$, so all correlations at nonzero separation are equal. Conversely, if $C(r)=k$ for all $r\neq0$, then for $\chi\neq1$

$$I(\chi)=\sum_r\big(P(r)-Lk\big)\chi(r)=P(0)-Lk,$$

which is flat.

Next, use the composition. Summing over all separations gives

$$\sum_r P(r)=\sum_x s(x)\sum_r s(x+r)=\Big(\sum_x s(x)\Big)^2=0,$$

while $P(0)=\sum_x s(x)^2=L$. Hence $\sum_{r\neq0}P(r)=-L$. Dividing by $L$ and by the $L-1$ nonzero separations gives the average correlation $-1/(L-1)$.

If the scattering were flat, all these pair sums would equal one number $p$, with

$$(L-1)p=-L .$$

But $p$ is an integer: for a given $r$, it is the number of sites $x$ whose partner at $x+r$ is of the same species, minus the number whose partner is of the other species. If $p\ge-1$, the left side is at least $-(L-1)$, which is greater than $-L$. If $p\le-2$, it is at most $-2(L-1)$, which is less than $-L$ when $L>2$. Neither case is possible.

### The smallest cells

For $L=2$ with one spin up and one down, $P(1)=-2$ and $C(1)=-1$. There is a single nontrivial character, with $I=4$, or $2$ per site, so the cell is flat.

The next neutral size is $L=4$, where $p$ would have to be $-4/3$. On a four-site ring the pattern $(+,+,-,-)$ has intensities $8,0,8$ at the nontrivial characters, and $(+,-,+,-)$ has $0,16,0$. Up to translation there are no other neutral patterns on that ring.

### What the Lean statements say

`G` is any finite additive abelian group, so a three-dimensional cell is included as a product of cyclic groups. The site variable is `s : G → ℤ`, and `AddChar G ℂ` is the type of characters. `pairSum`, `pairCorrelation` and `intensity` are $P$, $C$ and $I$. The intensity is not divided by the number of sites. `IsFlat s` says that some real `c` is the intensity at every `χ ≠ 1`.

The main theorem, `not_isFlat_of_equiatomic`, assumes that each spin is $1$ or $-1$ (`hs`), that the spins sum to zero (`h0`) and that there are more than two sites (`hcard`). It concludes `¬ IsFlat s`. The average is `mean_pairCorrelation`, where `univ.erase (0 : G)` is the set of nonzero separations. The equivalence `isFlat_iff` needs none of these hypotheses and holds for every integer site variable.

For two species with scattering lengths $b_A$ and $b_B$ that do not depend on the wave vector, the uniform mean drops out at nontrivial characters, and the coherent intensity of the model there is $I(\chi)$ times $|b_A-b_B|^2/4$. The model is kinematic and rigid: it has no atomic displacements, thermal motion or multiple scattering, and only one site per primitive cell. Its wave vectors are those commensurate with the supercell. The theorem excludes exact equality and puts no lower bound on the ripple, so it does not tell you how small your tolerance may be.

```lean
import Mathlib

open Finset ComplexConjugate

namespace FlatDiffuseScattering

noncomputable section

variable {G : Type*} [AddCommGroup G] [Fintype G]

/-- The sum over all sites of the product of the site variables at separation `r`. -/
def pairSum (s : G → ℤ) (r : G) : ℤ := ∑ x, s x * s (x + r)

/-- The pair correlation at separation `r`: the site average of `s(x) s(x + r)`. -/
def pairCorrelation (s : G → ℤ) (r : G) : ℝ := (pairSum s r : ℝ) / Fintype.card G

/-- The kinematic intensity at the wave vector labelled by the character `χ`. -/
def intensity (s : G → ℤ) (χ : AddChar G ℂ) : ℝ := ‖∑ x, (s x : ℂ) * χ x‖ ^ 2

/-- Scattering is flat when all nontrivial characters have one common intensity. -/
def IsFlat (s : G → ℤ) : Prop := ∃ c : ℝ, ∀ χ : AddChar G ℂ, χ ≠ 1 → intensity s χ = c

/-- The intensity is the Fourier sum of the pair sums over all separations. -/
theorem intensity_eq_sum (s : G → ℤ) (χ : AddChar G ℂ) :
    (intensity s χ : ℂ) = ∑ r, (pairSum s r : ℂ) * χ r := by
  have hshift : ∀ x, ∑ y, (s y : ℂ) * χ y = ∑ r, (s (x + r) : ℂ) * χ (x + r) :=
    fun x => (Equiv.sum_comp (Equiv.addLeft x) (fun y => (s y : ℂ) * χ y)).symm
  have hphase : ∀ x, conj (χ x) * χ x = 1 := by
    intro x
    rw [Complex.conj_mul', AddChar.norm_apply]
    simp
  rw [intensity, Complex.ofReal_pow, ← Complex.conj_mul', map_sum, Finset.sum_mul]
  -- measure the second site from the first; the phase of the first site cancels
  calc _ = ∑ x, ∑ r, ((s x : ℂ) * (s (x + r) : ℂ)) * χ r := by
        refine Finset.sum_congr rfl fun x _ => ?_
        rw [hshift x, Finset.mul_sum]
        refine Finset.sum_congr rfl fun r _ => ?_
        rw [map_mul, map_intCast, AddChar.map_add_eq_mul]
        linear_combination ((s x : ℂ) * (s (x + r) : ℂ) * χ r) * hphase x
    _ = _ := by
        rw [Finset.sum_comm]
        simp only [pairSum, Int.cast_sum, Int.cast_mul, Finset.sum_mul]

/-- Fourier inversion: the intensities at all characters determine every pair sum. -/
theorem sum_intensity_mul (s : G → ℤ) (r : G) :
    ∑ χ : AddChar G ℂ, (intensity s χ : ℂ) * χ (-r)
      = (Fintype.card G : ℂ) * (pairSum s r : ℂ) := by
  classical
  have h : ∀ t, ∑ χ : AddChar G ℂ, (pairSum s t : ℂ) * χ t * χ (-r)
      = if t = r then (Fintype.card G : ℂ) * (pairSum s t : ℂ) else 0 := by
    intro t
    calc _ = (pairSum s t : ℂ) * ∑ χ : AddChar G ℂ, χ (t - r) := by
          rw [Finset.mul_sum]
          refine Finset.sum_congr rfl fun χ _ => ?_
          rw [sub_eq_add_neg, AddChar.map_add_eq_mul, mul_assoc]
      _ = _ := by
          rw [AddChar.sum_apply_eq_ite]
          simp only [sub_eq_zero]
          split_ifs <;> ring
  simp only [intensity_eq_sum, Finset.sum_mul]
  rw [Finset.sum_comm, Finset.sum_congr rfl fun t _ => h t]
  simp

/-- For any integer site variable, scattering is flat exactly when the pair correlations
at all nonzero separations are equal. -/
theorem isFlat_iff (s : G → ℤ) :
    IsFlat s ↔ ∃ k : ℝ, ∀ r : G, r ≠ 0 → pairCorrelation s r = k := by
  classical
  have hL : (Fintype.card G : ℝ) ≠ 0 := by exact_mod_cast Fintype.card_ne_zero
  constructor
  · rintro ⟨c, hc⟩
    refine ⟨(intensity s 1 - c) / (Fintype.card G : ℝ) ^ 2, fun r hr => ?_⟩
    have hchar : ∑ χ : AddChar G ℂ, χ (-r) = 0 := by
      rw [AddChar.sum_apply_eq_ite, if_neg (neg_ne_zero.mpr hr)]
    -- after subtracting the flat level only the trivial character remains
    have h : ∑ χ : AddChar G ℂ, ((intensity s χ : ℂ) - (c : ℂ)) * χ (-r)
        = (intensity s 1 : ℂ) - (c : ℂ) := by
      rw [Finset.sum_eq_single (1 : AddChar G ℂ)]
      · simp
      · intro χ _ hχ
        rw [hc χ hχ]
        simp
      · simp
    simp only [sub_mul] at h
    rw [Finset.sum_sub_distrib, sum_intensity_mul, ← Finset.mul_sum, hchar] at h
    have h' : (Fintype.card G : ℂ) * (pairSum s r : ℂ)
        = (intensity s 1 : ℂ) - (c : ℂ) := by linear_combination h
    have hreal : (Fintype.card G : ℝ) * (pairSum s r : ℝ) = intensity s 1 - c := by
      exact_mod_cast h'
    rw [pairCorrelation, ← hreal]
    field_simp
  · rintro ⟨k, hk⟩
    refine ⟨(pairSum s 0 : ℝ) - Fintype.card G * k, fun χ hχ => ?_⟩
    have hchar : ∑ r, χ r = 0 := AddChar.sum_eq_zero_of_ne_one hχ
    -- after subtracting the common correlation only zero separation remains
    have h : ∑ r, ((pairSum s r : ℂ) - (Fintype.card G : ℂ) * (k : ℂ)) * χ r
        = (pairSum s 0 : ℂ) - (Fintype.card G : ℂ) * (k : ℂ) := by
      rw [Finset.sum_eq_single (0 : G)]
      · simp
      · intro r _ hr
        have h1 := hk r hr
        rw [pairCorrelation, div_eq_iff hL, mul_comm] at h1
        have h2 : (pairSum s r : ℂ) = (Fintype.card G : ℂ) * (k : ℂ) := by
          exact_mod_cast h1
        rw [h2, sub_self, zero_mul]
      · simp
    simp only [sub_mul] at h
    rw [Finset.sum_sub_distrib, ← intensity_eq_sum, ← Finset.mul_sum, hchar] at h
    have h' : (intensity s χ : ℂ)
        = (pairSum s 0 : ℂ) - (Fintype.card G : ℂ) * (k : ℂ) := by linear_combination h
    exact_mod_cast h'

/-- For spins `±1` of zero total, the pair sums at nonzero separations add up to minus
the number of sites. -/
theorem sum_pairSum_ne_zero [DecidableEq G] (s : G → ℤ) (hs : ∀ x, s x = 1 ∨ s x = -1)
    (h0 : ∑ x, s x = 0) :
    ∑ r ∈ univ.erase (0 : G), pairSum s r = -(Fintype.card G : ℤ) := by
  have htotal : ∑ r, pairSum s r = 0 := by
    simp only [pairSum]
    rw [Finset.sum_comm]
    refine Finset.sum_eq_zero fun x _ => ?_
    have hx : ∑ r, s (x + r) = ∑ y, s y := Equiv.sum_comp (Equiv.addLeft x) s
    rw [← Finset.mul_sum, hx, h0, mul_zero]
  have hself : pairSum s 0 = (Fintype.card G : ℤ) := by
    have h1 : ∀ x, s x * s (x + 0) = 1 := by
      intro x
      rw [add_zero]
      rcases hs x with h | h <;> rw [h] <;> norm_num
    simp only [pairSum, h1]
    simp
  have hsplit := Finset.add_sum_erase univ (pairSum s) (Finset.mem_univ (0 : G))
  linarith

/-- For spins `±1` of zero total on `L` sites, the pair correlations at the `L - 1` nonzero
separations average to `-1/(L - 1)`. -/
theorem mean_pairCorrelation [DecidableEq G] (s : G → ℤ) (hs : ∀ x, s x = 1 ∨ s x = -1)
    (h0 : ∑ x, s x = 0) :
    (∑ r ∈ univ.erase (0 : G), pairCorrelation s r) / ((Fintype.card G : ℝ) - 1)
      = -1 / ((Fintype.card G : ℝ) - 1) := by
  have hL : (Fintype.card G : ℝ) ≠ 0 := by exact_mod_cast Fintype.card_ne_zero
  have h : ∑ r ∈ univ.erase (0 : G), (pairSum s r : ℝ) = -(Fintype.card G : ℝ) := by
    exact_mod_cast sum_pairSum_ne_zero s hs h0
  simp only [pairCorrelation]
  rw [← Finset.sum_div, h, neg_div, div_self hL]

/-- No equiatomic supercell with more than two sites has flat diffuse scattering: for spins
`±1` of zero total, the intensities at the nontrivial characters are not all equal. -/
theorem not_isFlat_of_equiatomic (s : G → ℤ) (hs : ∀ x, s x = 1 ∨ s x = -1)
    (h0 : ∑ x, s x = 0) (hcard : 2 < Fintype.card G) : ¬ IsFlat s := by
  classical
  intro hflat
  obtain ⟨k, hk⟩ := (isFlat_iff s).mp hflat
  have hL : (Fintype.card G : ℝ) ≠ 0 := by exact_mod_cast Fintype.card_ne_zero
  obtain ⟨r, hr⟩ := Fintype.exists_ne_of_one_lt_card (by omega : 1 < Fintype.card G) (0 : G)
  -- all pair sums at nonzero separation equal one integer
  have hconst : ∀ t ∈ univ.erase (0 : G), pairSum s t = pairSum s r := by
    intro t ht
    have h1 := (hk t (Finset.ne_of_mem_erase ht)).trans (hk r hr).symm
    rw [pairCorrelation, pairCorrelation, div_left_inj' hL] at h1
    exact_mod_cast h1
  have hsum := sum_pairSum_ne_zero s hs h0
  have hnum : ((univ.erase (0 : G)).card : ℤ) = (Fintype.card G : ℤ) - 1 := by
    rw [Finset.card_erase_of_mem (Finset.mem_univ _), Finset.card_univ]
    omega
  rw [Finset.sum_congr rfl hconst, Finset.sum_const, nsmul_eq_mul, hnum] at hsum
  -- L - 1 would have to divide L
  have hbig : (2 : ℤ) < (Fintype.card G : ℤ) := by exact_mod_cast hcard
  rcases le_or_gt 0 (pairSum s r + 1) with h | h
  · nlinarith
  · nlinarith

/-- The two-site cell with one spin up and one spin down has flat scattering. -/
theorem isFlat_two_sites : IsFlat (fun x : ZMod 2 => if x = 0 then (1 : ℤ) else -1) := by
  have h : ∀ r : ZMod 2, r ≠ 0 →
      pairSum (fun x : ZMod 2 => if x = 0 then (1 : ℤ) else -1) r = -2 := by
    decide +kernel
  refine (isFlat_iff _).mpr ⟨((-2 : ℤ) : ℝ) / Fintype.card (ZMod 2), fun r hr => ?_⟩
  rw [pairCorrelation, h r hr]

/-- The seven-site ring with spins down at sites 1, 2, 4 and up at the other four sites has
flat scattering. -/
theorem isFlat_seven_sites :
    IsFlat (fun x : ZMod 7 => if x = 1 ∨ x = 2 ∨ x = 4 then (-1 : ℤ) else 1) := by
  have h : ∀ r : ZMod 7, r ≠ 0 →
      pairSum (fun x : ZMod 7 => if x = 1 ∨ x = 2 ∨ x = 4 then (-1 : ℤ) else 1) r = -1 := by
    decide +kernel
  refine (isFlat_iff _).mpr ⟨((-1 : ℤ) : ℝ) / Fintype.card (ZMod 7), fun r hr => ?_⟩
  rw [pairCorrelation, h r hr]

end

end FlatDiffuseScattering
```

```lean
#print axioms FlatDiffuseScattering.mean_pairCorrelation
#print axioms FlatDiffuseScattering.not_isFlat_of_equiatomic
#print axioms FlatDiffuseScattering.isFlat_two_sites
#print axioms FlatDiffuseScattering.isFlat_seven_sites
```

```
'FlatDiffuseScattering.mean_pairCorrelation' depends on axioms: [propext, Classical.choice, Quot.sound]
'FlatDiffuseScattering.not_isFlat_of_equiatomic' depends on axioms: [propext, Classical.choice, Quot.sound]
'FlatDiffuseScattering.isFlat_two_sites' depends on axioms: [propext, Classical.choice, Quot.sound]
'FlatDiffuseScattering.isFlat_seven_sites' depends on axioms: [propext, Classical.choice, Quot.sound]
```

### How the Lean proof runs

`intensity_eq_sum` is the Fourier sum. Its `hshift` re-indexes the second site as $x+r$, and `hphase` is $\overline{\chi(x)}\chi(x)=1$. The `calc` block combines them and then exchanges the two sums.

`sum_intensity_mul` is the inversion. The inner statement `h` evaluates the character sum for one separation $t$, and only $t=r$ survives.

`isFlat_iff` carries out the two subtractions above. In the forward direction `Finset.sum_eq_single` leaves only the trivial character; in the reverse direction it leaves only zero separation. In each case `hchar` is the orthogonality relation that removes the subtracted constant. The identities are proved over the complex numbers and brought back to the reals by `exact_mod_cast`.

`sum_pairSum_ne_zero` gets $\sum_{r\neq0}P(r)=-L$ from `htotal`, the vanishing total, and `hself`, which is $P(0)=L$. `mean_pairCorrelation` then divides by $L$ and by $L-1$.

In `not_isFlat_of_equiatomic`, flatness is first turned into a common correlation `k`. The proof picks one nonzero separation `r`, and `hconst` shows that every other nonzero separation has the same integer pair sum; this is $p$. With `hnum` counting $L-1$ separations, `hsum` becomes $(L-1)p=-L$. The case split on `0 ≤ pairSum s r + 1` is the split between $p\ge-1$ and $p\le-2$, and `nlinarith` closes both cases.

The last two theorems test the hypotheses. `isFlat_two_sites` shows that the bound $L>2$ can't be relaxed to $L\ge2$. `isFlat_seven_sites` has four spins up and three down, so a total of magnitude at most one is not enough in place of zero. There every nonzero separation has $P(r)=-1$, so $C(r)=-1/7$, and each nontrivial intensity is $7+1=8$, or $8/7$ per site. In both proofs `decide +kernel` evaluates the pair sums, and `isFlat_iff` turns their equality into flat scattering.
